# Vanishing odd moments detect bipartiteness in real symmetric matrices with nonnegative entries

Q: Call a hopping Hamiltonian bipartite if its sites split into two sublattices, with no on-site energies and no hopping within a sublattice. I know the traces of powers of $H$, and I want to know whether such a splitting exists. What are the objects here?

A: There are $N$ sites, and $H$ is a real $N\times N$ matrix. In the code the letter `n` is the set of sites, not their number; $N$ is `Fintype.card n`.

In Lean 4 with Mathlib:

```lean
import Mathlib

open Matrix

namespace BipartiteMoments

variable {n : Type*} [Fintype n] [DecidableEq n]
```

The $m$-th moment is $\operatorname{tr}H^m$, without the factor $1/N$ that many texts include.

```lean
/-- The `m`-th spectral moment of the Hamiltonian matrix `H`, the trace of `H ^ m`. -/
def moment (H : Matrix n n ℝ) (m : ℕ) : ℝ := (H ^ m).trace
```

A splitting is recorded by signs $s_i=\pm1$. With $G=\operatorname{diag}(s)$, the condition is $GH=-HG$, or entry by entry $s_iH_{ij}=-H_{ij}s_j$. Sites with $H_{ij}\neq0$ therefore carry opposite signs, and every $H_{ii}$ vanishes. One sublattice may be empty, as for $H=0$.

```lean
/-- A sublattice sign for `H`: a choice of `+1` or `-1` on every site whose diagonal matrix
anticommutes with `H`. -/
def IsSublatticeSign (H : Matrix n n ℝ) (s : n → ℝ) : Prop :=
  (∀ i, s i = 1 ∨ s i = -1) ∧ diagonal s * H = -(H * diagonal s)
```

Q: A trace is a single number summed over all sites. How can it tell me that suitable signs exist on all of them?

A: Through nonnegativity. The moments guarantee only that signs exist; the signs themselves are found from the entries of $H$ and its powers. Let $H$ be symmetric with $H_{ij}\ge0$, and suppose $\operatorname{tr}H^m=0$ for every odd $m<2N$.

1. The entry $(H^m)_{ij}$ sums the weights of all $m$-step walks from $i$ to $j$. Every weight is nonnegative, so $\operatorname{tr}H^m=0$ forces $(H^m)_{ii}=0$ for each $i$.
2. Walks can be joined: $(H^{a+b})_{il}\ge(H^a)_{ij}(H^b)_{jl}$, which is positive if both factors are.
3. By Cayley–Hamilton, $H^m=\sum_{k<N}c_kH^k$ with real coefficients $c_k$. If $(H^m)_{ij}>0$, then $(H^k)_{ij}>0$ for some $k<N$.
4. In each connected cluster choose a root site. For each site $i$ with root $r$, choose $k_i<N$ with $(H^{k_i})_{ri}>0$, and set $s_i=(-1)^{k_i}$.
5. Let $H_{ij}>0$. Then $i$ and $j$ share a root $r$. Go from $r$ to $i$, cross the bond, and return from $j$ to $r$, which symmetry allows. This closed walk has $k_i+1+k_j\le2N-1$ steps and positive weight. By step 1 its length cannot be odd, so $k_i+k_j$ is odd and $s_is_j=-1$. Hence $s_iH_{ij}=-H_{ij}s_j$. If $H_{ij}=0$, this holds trivially.

Q: Where does the code establish the walk picture?

A: It never defines a walk as a list of sites; a positive entry of a power plays that role. The first lemma proves $(H^m)_{ij}\ge0$ by induction on $m$, writing $H^{m+1}=H^mH$ as a sum of nonnegative products.

```lean
/-- If all entries of `H` are nonnegative, so are all entries of its powers. -/
theorem pow_entry_nonneg {H : Matrix n n ℝ} (hH : ∀ i j, 0 ≤ H i j) (m : ℕ) (i j : n) :
    0 ≤ (H ^ m) i j := by
  induction m generalizing i j with
  | zero =>
    rw [pow_zero, Matrix.one_apply]
    split_ifs <;> norm_num
  | succ m ih =>
    rw [pow_succ, Matrix.mul_apply]
    exact Finset.sum_nonneg fun k _ => mul_nonneg (ih i k) (hH k j)
```

Joining keeps one term of the matrix product and bounds the full sum from below by it.

```lean
/-- Walks can be joined: for nonnegative `H`, if `a` steps lead from `i` to `j` and `b` steps
from `j` to `k` with positive weight, then `a + b` steps lead from `i` to `k` with positive
weight. -/
theorem walk_concat {H : Matrix n n ℝ} (hH : ∀ i j, 0 ≤ H i j) {a b : ℕ} {i j k : n}
    (h₁ : 0 < (H ^ a) i j) (h₂ : 0 < (H ^ b) j k) : 0 < (H ^ (a + b)) i k := by
  rw [pow_add, Matrix.mul_apply]
  exact lt_of_lt_of_le (mul_pos h₁ h₂)
    (Finset.single_le_sum (f := fun l => (H ^ a) i l * (H ^ b) l k)
      (fun l _ => mul_nonneg (pow_entry_nonneg hH a i l) (pow_entry_nonneg hH b l k))
      (Finset.mem_univ j))
```

Step 1 uses the fact that a sum of nonnegative terms vanishes only if each term does.

```lean
/-- For nonnegative `H`, a vanishing `m`-th moment means that no site has a closed walk of
`m` steps with nonzero weight. -/
theorem no_closed_walk {H : Matrix n n ℝ} (hH : ∀ i j, 0 ≤ H i j) {m : ℕ}
    (hm : moment H m = 0) (i : n) : (H ^ m) i i = 0 := by
  simp only [moment, Matrix.trace, Matrix.diag_apply] at hm
  exact (Finset.sum_eq_zero_iff_of_nonneg
    (fun l _ => pow_entry_nonneg hH m l l)).mp hm i (Finset.mem_univ i)
```

For step 3, the coefficients $c_k$ are those of the remainder of $X^m$ on division by the characteristic polynomial. That polynomial has degree $N$, so the remainder has degree below $N$. If all the shorter powers had a zero at $(i,j)$, so would $H^m$.

```lean
/-- For nonnegative `H`, two sites joined by a walk of positive weight are joined by one with
fewer steps than there are sites. -/
theorem exists_short_walk {H : Matrix n n ℝ} (hH : ∀ i j, 0 ≤ H i j) {m : ℕ} {i j : n}
    (h : 0 < (H ^ m) i j) : ∃ k, k < Fintype.card n ∧ 0 < (H ^ k) i j := by
  by_contra hc
  have hz : ∀ k, k < Fintype.card n → (H ^ k) i j = 0 := fun k hk =>
    le_antisymm (not_lt.mp fun hp => hc ⟨k, hk, hp⟩) (pow_entry_nonneg hH k i j)
  -- Cayley-Hamilton: `H ^ m` is a combination of the powers below the number of sites
  have hd : ((Polynomial.X ^ m : Polynomial ℝ) %ₘ H.charpoly).natDegree < Fintype.card n := by
    have hpos : 0 < Fintype.card n := Fintype.card_pos_iff.mpr ⟨i⟩
    have h1 : H.charpoly ≠ 1 := by
      intro h1
      have h2 := H.charpoly_natDegree_eq_dim
      rw [h1, Polynomial.natDegree_one] at h2
      omega
    have h3 := Polynomial.natDegree_modByMonic_lt (Polynomial.X ^ m) H.charpoly_monic h1
    rwa [H.charpoly_natDegree_eq_dim] at h3
  rw [Matrix.pow_eq_aeval_mod_charpoly H m, Polynomial.aeval_eq_sum_range' hd,
    Matrix.sum_apply] at h
  refine h.ne' (Finset.sum_eq_zero fun k hk => ?_)
  rw [Matrix.smul_apply, hz k (Finset.mem_range.mp hk), smul_zero]
```

Q: I expected the graph to be connected. Is that hidden somewhere?

A: No, it isn't assumed. "Joined by a walk of positive weight" is an equivalence relation: zero steps give reflexivity, the symmetry of $H$ gives symmetry, and joining gives transitivity. The function `root` picks one site per class, and `choose` then fixes the lengths `k i`. The contradiction in step 5 is `hclosed` against `no_closed_walk`, and the last line turns $s_is_j=-1$ and $s_j^2=1$ into the anticommutation relation.

Read in words, the theorem says: for a real symmetric matrix with nonnegative entries, if the odd moments of order below $2N$ vanish, then a sublattice sign exists.

```lean
/-- Let `H` be real symmetric with nonnegative entries. If its odd moments of order below twice
the number of sites vanish, then `H` has a sublattice sign. -/
theorem exists_sublatticeSign {H : Matrix n n ℝ} (hS : H.IsSymm) (hH : ∀ i j, 0 ≤ H i j)
    (hm : ∀ m, Odd m → m < 2 * Fintype.card n → moment H m = 0) :
    ∃ s, IsSublatticeSign H s := by
  have hsymm : ∀ (m : ℕ) (i j : n), (H ^ m) i j = (H ^ m) j i := by
    intro m i j
    have h : (H ^ m)ᵀ = H ^ m := by rw [Matrix.transpose_pow, hS.eq]
    exact congrFun (congrFun h j) i
  -- clusters of sites joined by walks, with one root site in each
  let S : Setoid n :=
    { r := fun i j => ∃ m : ℕ, 0 < (H ^ m) i j
      iseqv :=
        { refl := fun i => ⟨0, by simp⟩
          symm := fun {i j} ⟨m, h⟩ => ⟨m, by rw [hsymm]; exact h⟩
          trans := fun ⟨a, h₁⟩ ⟨b, h₂⟩ => ⟨a + b, walk_concat hH h₁ h₂⟩ } }
  obtain ⟨root, hroot, hsame⟩ : ∃ root : n → n,
      (∀ i, ∃ m : ℕ, 0 < (H ^ m) (root i) i) ∧ ∀ i j, 0 < H i j → root i = root j := by
    refine ⟨fun i => (Quotient.mk S i).out, fun i => Quotient.mk_out (s := S) i, ?_⟩
    intro i j h
    have e : ∃ m : ℕ, 0 < (H ^ m) i j := ⟨1, by rw [pow_one]; exact h⟩
    exact congrArg Quotient.out (Quotient.sound (s := S) e)
  have hshort : ∀ i, ∃ k, k < Fintype.card n ∧ 0 < (H ^ k) (root i) i := fun i =>
    (hroot i).elim fun _ h => exists_short_walk hH h
  choose k hk hwalk using hshort
  -- the sign of a site is the parity of its walk from the root
  refine ⟨fun i => (-1) ^ k i, fun i => neg_one_pow_eq_or ℝ (k i), ?_⟩
  ext i j
  rw [Matrix.diagonal_mul, Matrix.neg_apply, Matrix.mul_diagonal]
  by_cases h0 : H i j = 0
  · simp [h0]
  have hpos : 0 < H i j := lt_of_le_of_ne (hH i j) (Ne.symm h0)
  have hodd : Odd (k i + k j) := by
    by_contra hne
    have heven : Even (k i + k j) := Nat.not_odd_iff_even.mp hne
    -- equal parities would close an odd walk through the bond between `i` and `j`
    have hbond : 0 < (H ^ 1) i j := by rw [pow_one]; exact hpos
    have hback : 0 < (H ^ k j) j (root i) := by
      rw [hsymm, hsame i j hpos]
      exact hwalk j
    have hclosed := walk_concat hH (walk_concat hH (hwalk i) hbond) hback
    have ho : Odd (k i + 1 + k j) := by
      have h1 := heven.add_one
      rwa [add_right_comm] at h1
    have hlt : k i + 1 + k j < 2 * Fintype.card n := by
      have h1 := hk i
      have h2 := hk j
      omega
    exact hclosed.ne' (no_closed_walk hH (hm _ ho hlt) (root i))
  have hp : (-1 : ℝ) ^ k i * (-1) ^ k j = -1 := by rw [← pow_add, hodd.neg_one_pow]
  have hq : (-1 : ℝ) ^ k j * (-1) ^ k j = 1 := by
    rw [← pow_add, Even.neg_one_pow ⟨k j, rfl⟩]
  linear_combination H i j * (-1) ^ k j * hp - H i j * (-1) ^ k i * hq
```

Q: And if I already have the signs?

A: Then the odd moments vanish for any real $H$, whatever the signs of its entries. Since $G^2=1$ and $GH^m=-H^mG$ for odd $m$,
$$\operatorname{tr}H^m=\operatorname{tr}(G\,GH^m)=-\operatorname{tr}(GH^mG)=-\operatorname{tr}H^m.$$
In the code, `SemiconjBy` carries the relation from $H$ to its powers, and cyclicity of the trace does the rest.

```lean
/-- If a real matrix `H` has a sublattice sign, all its odd moments vanish. -/
theorem odd_moment_eq_zero {H : Matrix n n ℝ} {s : n → ℝ} (hs : IsSublatticeSign H s)
    {m : ℕ} (hm : Odd m) : moment H m = 0 := by
  have hGG : diagonal s * diagonal s = 1 := by
    have h1 : (fun i => s i * s i) = fun _ => (1 : ℝ) := by
      funext i
      rcases hs.1 i with h | h <;> rw [h] <;> norm_num
    rw [Matrix.diagonal_mul_diagonal, h1, Matrix.diagonal_one]
  have hc : SemiconjBy (diagonal s) H (-H) := by
    change diagonal s * H = -H * diagonal s
    rw [neg_mul]
    exact hs.2
  have hpow : diagonal s * H ^ m = -(H ^ m) * diagonal s := by
    rw [← hm.neg_pow]
    exact (hc.pow_right m).eq
  -- the trace equals its own negative
  have key : (H ^ m).trace = -(H ^ m).trace := by
    calc (H ^ m).trace = (diagonal s * (diagonal s * H ^ m)).trace := by
          rw [← mul_assoc, hGG, one_mul]
      _ = (-(H ^ m) * diagonal s * diagonal s).trace := by
          rw [hpow, Matrix.trace_mul_comm]
      _ = -(H ^ m).trace := by rw [mul_assoc, hGG, mul_one, Matrix.trace_neg]
  unfold moment
  linarith
```

Together the two directions give an equivalence for nonnegative symmetric $H$.

```lean
/-- A real symmetric `H` with nonnegative entries has a sublattice sign exactly when all its
odd moments vanish. -/
theorem sublatticeSign_iff_odd_moments {H : Matrix n n ℝ} (hS : H.IsSymm)
    (hH : ∀ i j, 0 ≤ H i j) :
    (∃ s, IsSublatticeSign H s) ↔ ∀ m, Odd m → moment H m = 0 :=
  ⟨fun ⟨_, hs⟩ _ hm => odd_moment_eq_zero hs hm,
    fun h => exists_sublatticeSign hS hH fun m hm _ => h m hm⟩
```

Q: My on-site energies can be negative. Is nonnegative hopping not enough?

A: It is not. Take two sites with energies $+1$ and $-1$ and hopping $1$.

```lean
/-- Two sites with on-site energies `+1` and `-1`, coupled by a hopping of strength `1`. -/
def staggeredDimer : Matrix (Fin 2) (Fin 2) ℝ := !![1, 1; 1, -1]
```

Here $H^2=2\cdot\mathbf 1$, so $H^{2k+1}=2^kH$, which is traceless. A sublattice sign would require $s_1H_{11}=-H_{11}s_1$, hence $s_1=0$, which is impossible. The code labels this first site `0`. The eigenvalues $\pm\sqrt2$ are symmetric about zero, but no diagonal matrix of signs produces that symmetry. The example refutes the version of the theorem that asks for nonnegativity only off the diagonal.

```lean
/-- The staggered dimer is symmetric and all its odd moments vanish, yet it has no sublattice
sign. -/
theorem staggeredDimer_no_sublatticeSign :
    staggeredDimer.IsSymm ∧ (∀ m, Odd m → moment staggeredDimer m = 0) ∧
      ¬ ∃ s, IsSublatticeSign staggeredDimer s := by
  refine ⟨?_, ?_, ?_⟩
  · ext i j
    fin_cases i <;> fin_cases j <;> simp [staggeredDimer]
  · rintro m ⟨k, rfl⟩
    -- the square is twice the identity, so odd powers are multiples of the traceless matrix
    have hsq : staggeredDimer ^ 2 = (2 : ℝ) • (1 : Matrix (Fin 2) (Fin 2) ℝ) := by
      rw [sq]
      ext i j
      fin_cases i <;> fin_cases j <;>
        norm_num [staggeredDimer, Matrix.mul_apply, Fin.sum_univ_succ]
    have htr : staggeredDimer.trace = 0 := by
      simp [staggeredDimer, Matrix.trace_fin_two]
    rw [moment, pow_succ, pow_mul, hsq, smul_pow, one_pow, smul_mul_assoc, one_mul,
      Matrix.trace_smul, htr, smul_zero]
  · rintro ⟨s, hs, hanti⟩
    have h := congrFun (congrFun hanti 0) 0
    rw [Matrix.diagonal_mul, Matrix.neg_apply, Matrix.mul_diagonal] at h
    have h1 : staggeredDimer 0 0 = 1 := by simp [staggeredDimer]
    rw [h1] at h
    rcases hs 0 with h0 | h0 <;> rw [h0] at h <;> norm_num at h

end BipartiteMoments
```

```lean
#print axioms BipartiteMoments.sublatticeSign_iff_odd_moments
#print axioms BipartiteMoments.staggeredDimer_no_sublatticeSign
```

```
'BipartiteMoments.sublatticeSign_iff_odd_moments' depends on axioms: [propext, Classical.choice, Quot.sound]
'BipartiteMoments.staggeredDimer_no_sublatticeSign' depends on axioms: [propext, Classical.choice, Quot.sound]
```

Q: Where would I meet this in an actual calculation?

A: In Hückel theory, with the same on-site energy $\alpha$ on every carbon and the same $\beta<0$ on every bond. Subtract $\alpha$ and divide by $\beta$; the resulting $H$ has entries $0$ and $1$. For a five-membered ring, $\operatorname{tr}H=\operatorname{tr}H^3=0$, but $\operatorname{tr}H^5=10$: five starting sites, two directions. No sublattice sign exists. For a six-membered ring, every closed walk has even length, so all odd moments vanish. Walks of $0,1,2,3,2,1$ steps from one root give alternating signs around the ring.

Q: What does that tell me about the electrons?

A: If a sublattice sign exists, as for the six-membered ring, then in this finite, non-interacting model $H\psi=E\psi$ implies $H(G\psi)=-E\,(G\psi)$, so orbital energies with $E\neq0$ pair as $\alpha\pm E\beta$. The step left to you is the one from the molecule to the matrix: that its electrons are well described by a one-particle $H$ with real, nonnegative entries once the energy zero and overall sign are chosen. Nonnegative entries, on-site terms included, give every closed walk a nonnegative weight, so closed walks cannot cancel in the trace.
